# Doubly stochastic smoothing of a nonnegative grid density never lowers its LDA exchange energy

To ask how smoothing a charge density changes its exchange energy in the local-density approximation (LDA), one must first decide what counts as smoothing. Here it is multiplication of the density values on a finite, equal-weight grid by a doubly stochastic matrix: one with nonnegative entries whose rows and columns each sum to one.

```lean
import Mathlib

open Finset

namespace PAWDensitySmoothing

noncomputable section

variable {ι : Type*} [Fintype ι]

/-- A smoothing matrix on an equal-weight grid: nonnegative entries, with every row and every
column summing to one. -/
structure IsSmoothing (D : Matrix ι ι ℝ) : Prop where
  nonneg : ∀ k i, 0 ≤ D k i
  row_sum : ∀ k, ∑ i, D k i = 1
  col_sum : ∀ i, ∑ k, D k i = 1

/-- The density obtained from `n` by applying the matrix `D` on the grid. -/
def smooth (D : Matrix ι ι ℝ) (n : ι → ℝ) (k : ι) : ℝ := ∑ i, D k i * n i

/-- The LDA exchange constant `(3/4) (3/π)^(1/3)` in Hartree atomic units. -/
def exchangeConst : ℝ := 3 / 4 * (3 / Real.pi) ^ (1 / 3 : ℝ)

/-- The spin-unpolarised LDA exchange energy of a nonnegative density `n` on a grid with
volume `w` per point. -/
def ldaExchange (w : ℝ) (n : ι → ℝ) : ℝ :=
  -(exchangeConst * w * ∑ k, n k ^ (4 / 3 : ℝ))

/-- The LDA exchange constant is positive. -/
theorem exchangeConst_pos : 0 < exchangeConst := by
  have := Real.pi_pos
  unfold exchangeConst
  positivity

/-- Smoothing conserves the total charge on the grid. -/
theorem sum_smooth {D : Matrix ι ι ℝ} (hD : IsSmoothing D) (n : ι → ℝ) :
    ∑ k, smooth D n k = ∑ i, n i := by
  unfold smooth
  rw [Finset.sum_comm]
  refine Finset.sum_congr rfl fun i _ => ?_
  rw [← Finset.sum_mul, hD.col_sum, one_mul]

/-- At each grid point, the 4/3 power of the smoothed density is at most the smoothed 4/3 power
of the original nonnegative density. -/
theorem smooth_rpow_le {D : Matrix ι ι ℝ} (hD : IsSmoothing D) {n : ι → ℝ}
    (hn : ∀ i, 0 ≤ n i) (k : ι) :
    smooth D n k ^ (4 / 3 : ℝ) ≤ ∑ i, D k i * n i ^ (4 / 3 : ℝ) := by
  have h := (convexOn_rpow (by norm_num : (1 : ℝ) ≤ 4 / 3)).map_sum_le
    (t := Finset.univ) (w := D k) (p := n)
    (fun i _ => hD.nonneg k i) (hD.row_sum k) (fun i _ => hn i)
  simpa only [smooth, smul_eq_mul] using h

/-- For a nonnegative density, the pointwise inequality is an equality exactly when the density
takes a single value on all points that contribute to the average. -/
theorem smooth_rpow_eq_iff {D : Matrix ι ι ℝ} (hD : IsSmoothing D) {n : ι → ℝ}
    (hn : ∀ i, 0 ≤ n i) (k : ι) :
    smooth D n k ^ (4 / 3 : ℝ) = ∑ i, D k i * n i ^ (4 / 3 : ℝ) ↔
      ∀ i j, 0 < D k i → 0 < D k j → n i = n j := by
  have h := (strictConvexOn_rpow (by norm_num : (1 : ℝ) < 4 / 3)).map_sum_eq_iff'
    (t := Finset.univ) (w := D k) (p := n)
    (fun i _ => hD.nonneg k i) (hD.row_sum k) (fun i _ => hn i)
  simp only [smul_eq_mul] at h
  unfold smooth
  refine h.trans ⟨fun H i j hi hj => ?_, fun H j _ hj => ?_⟩
  · -- both values equal the weighted mean
    exact (H i (Finset.mem_univ i) hi.ne').trans (H j (Finset.mem_univ j) hj.ne').symm
  · -- a mean of equal values is that value
    have hj' : 0 < D k j := lt_of_le_of_ne (hD.nonneg k j) (Ne.symm hj)
    have e : ∑ i, D k i * n i = ∑ i, D k i * n j := by
      refine Finset.sum_congr rfl fun i _ => ?_
      rcases (hD.nonneg k i).eq_or_lt with h0 | h0
      · rw [← h0, zero_mul, zero_mul]
      · rw [H i j h0 hj']
    rw [e, ← Finset.sum_mul, hD.row_sum, one_mul]

/-- Smoothing a nonnegative density never lowers its LDA exchange energy. -/
theorem ldaExchange_le_smooth {w : ℝ} (hw : 0 < w) {D : Matrix ι ι ℝ} (hD : IsSmoothing D)
    {n : ι → ℝ} (hn : ∀ i, 0 ≤ n i) :
    ldaExchange w n ≤ ldaExchange w (smooth D n) := by
  -- the column sums carry the pointwise bound over to the whole grid
  have hs : ∑ k, ∑ i, D k i * n i ^ (4 / 3 : ℝ) = ∑ i, n i ^ (4 / 3 : ℝ) :=
    sum_smooth hD (fun i => n i ^ (4 / 3 : ℝ))
  have h : ∑ k, smooth D n k ^ (4 / 3 : ℝ) ≤ ∑ i, n i ^ (4 / 3 : ℝ) :=
    (Finset.sum_le_sum fun k _ => smooth_rpow_le hD hn k).trans_eq hs
  have h' := mul_le_mul_of_nonneg_left h (mul_pos exchangeConst_pos hw).le
  unfold ldaExchange
  linarith

/-- Smoothing leaves the LDA exchange energy of a nonnegative density unchanged exactly when
no row of the smoothing matrix mixes points of different density. -/
theorem ldaExchange_smooth_eq_iff {w : ℝ} (hw : 0 < w) {D : Matrix ι ι ℝ}
    (hD : IsSmoothing D) {n : ι → ℝ} (hn : ∀ i, 0 ≤ n i) :
    ldaExchange w (smooth D n) = ldaExchange w n ↔
      ∀ k i j, 0 < D k i → 0 < D k j → n i = n j := by
  have hs : ∑ k, ∑ i, D k i * n i ^ (4 / 3 : ℝ) = ∑ i, n i ^ (4 / 3 : ℝ) :=
    sum_smooth hD (fun i => n i ^ (4 / 3 : ℝ))
  unfold ldaExchange
  rw [neg_inj, mul_right_inj' (mul_pos exchangeConst_pos hw).ne', ← hs,
    Finset.sum_eq_sum_iff_of_le (fun k _ => smooth_rpow_le hD hn k)]
  exact ⟨fun h k => (smooth_rpow_eq_iff hD hn k).1 (h k (Finset.mem_univ k)),
    fun h k _ => (smooth_rpow_eq_iff hD hn k).2 (h k)⟩

/-- If some row of the smoothing matrix mixes two points where the nonnegative density differs,
smoothing strictly raises the LDA exchange energy. -/
theorem ldaExchange_lt_smooth {w : ℝ} (hw : 0 < w) {D : Matrix ι ι ℝ} (hD : IsSmoothing D)
    {n : ι → ℝ} (hn : ∀ i, 0 ≤ n i) {k i j : ι} (hi : 0 < D k i) (hj : 0 < D k j)
    (hij : n i ≠ n j) :
    ldaExchange w n < ldaExchange w (smooth D n) :=
  lt_of_le_of_ne (ldaExchange_le_smooth hw hD hn) fun h =>
    hij ((ldaExchange_smooth_eq_iff hw hD hn).1 h.symm k i j hi hj)

/-- Averaging with equal weights over all points of a nonempty grid is a smoothing. -/
theorem isSmoothing_witness [Nonempty ι] :
    IsSmoothing (Matrix.of fun _ _ : ι => (Fintype.card ι : ℝ)⁻¹) where
  nonneg k i := by
    rw [Matrix.of_apply]
    positivity
  row_sum k := by simp [Matrix.of_apply]
  col_sum i := by simp [Matrix.of_apply]

/-- The LDA exchange energy of a nonnegative density is at most that of the uniform density
with the same total charge. -/
theorem ldaExchange_le_uniform {w : ℝ} (hw : 0 < w) {n : ι → ℝ} (hn : ∀ i, 0 ≤ n i) :
    ldaExchange w n ≤ ldaExchange w (fun _ : ι => (∑ i, n i) / Fintype.card ι) := by
  rcases isEmpty_or_nonempty ι with h0 | h0
  · simp [ldaExchange]
  · have h := ldaExchange_le_smooth hw (isSmoothing_witness (ι := ι)) hn
    have e : smooth (Matrix.of fun _ _ : ι => (Fintype.card ι : ℝ)⁻¹) n =
        fun _ => (∑ i, n i) / Fintype.card ι := by
      funext k
      simp only [smooth, Matrix.of_apply]
      rw [← Finset.mul_sum, div_eq_inv_mul]
    rwa [e] at h

/-- Charge conservation alone is not enough: the nonnegative matrix that moves all charge of a
two-point grid onto one point has unit column sums, yet it lowers the LDA exchange energy of
the uniform density. -/
theorem concentration_lowers_ldaExchange {w : ℝ} (hw : 0 < w) :
    (∀ i, ∑ k, (!![1, 1; 0, 0] : Matrix (Fin 2) (Fin 2) ℝ) k i = 1) ∧
      ldaExchange w (smooth !![1, 1; 0, 0] ![1, 1]) < ldaExchange w ![1, 1] := by
  constructor
  · intro i
    fin_cases i <;> simp [Fin.sum_univ_two]
  · have e : smooth !![1, 1; 0, 0] ![1, 1] = (![2, 0] : Fin 2 → ℝ) := by
      funext k
      fin_cases k <;> norm_num [smooth, Fin.sum_univ_two]
    have h1 : ∑ k, (![1, 1] : Fin 2 → ℝ) k ^ (4 / 3 : ℝ) = 2 := by
      norm_num [Fin.sum_univ_two]
    have h2 : ∑ k, (![2, 0] : Fin 2 → ℝ) k ^ (4 / 3 : ℝ) = 2 ^ (4 / 3 : ℝ) := by
      norm_num [Fin.sum_univ_two, Real.zero_rpow]
    -- 2^(4/3) = 2 * 2^(1/3) exceeds 2
    have h3 : (2 : ℝ) < 2 ^ (4 / 3 : ℝ) := by
      have h4 : (1 : ℝ) < 2 ^ (1 / 3 : ℝ) := Real.one_lt_rpow (by norm_num) (by norm_num)
      rw [show (4 / 3 : ℝ) = 1 + 1 / 3 by norm_num, Real.rpow_add (by norm_num), Real.rpow_one]
      linarith
    have h5 := mul_lt_mul_of_pos_left h3 (mul_pos exchangeConst_pos hw)
    rw [e]
    unfold ldaExchange
    rw [h1, h2]
    linarith

end

end PAWDensitySmoothing
```

```lean
#print axioms PAWDensitySmoothing.ldaExchange_le_smooth
#print axioms PAWDensitySmoothing.ldaExchange_lt_smooth
#print axioms PAWDensitySmoothing.ldaExchange_le_uniform
#print axioms PAWDensitySmoothing.concentration_lowers_ldaExchange
```

```
'PAWDensitySmoothing.ldaExchange_le_smooth' depends on axioms: [propext, Classical.choice, Quot.sound]
'PAWDensitySmoothing.ldaExchange_lt_smooth' depends on axioms: [propext, Classical.choice, Quot.sound]
'PAWDensitySmoothing.ldaExchange_le_uniform' depends on axioms: [propext, Classical.choice, Quot.sound]
'PAWDensitySmoothing.concentration_lowers_ldaExchange' depends on axioms: [propext, Classical.choice, Quot.sound]
```

## Averages that conserve charge

The finite type `ι` labels the grid points, and $n_i$ is the density at point $i$. The matrix $D$ produces the smoothed density

$$(Dn)_k=\sum_i D_{ki}n_i,$$

which is `smooth D n k`. The structure `IsSmoothing D` holds the three conditions on $D$. Nonnegative entries and unit row sums make each new value a weighted mean of old ones. Unit column sums make the total charge come out right, because every point hands on exactly the charge it had. Convolution on a periodic grid with a nonnegative, normalised kernel is of this kind.

The energy `ldaExchange w n` is

$$E_x[n]=-C_x\,w\sum_k n_k^{4/3},\qquad C_x=\frac34\left(\frac3\pi\right)^{1/3},$$

with $w>0$ the volume per grid point, in Hartree atomic units and without spin polarisation. The constant comes from the uniform electron gas, whose exchange energy per electron is $-C_x n^{1/3}$; the proofs use only that it is positive. Since $E_x$ is negative or zero, a higher exchange energy is one closer to zero.

For every density with $n_i\ge 0$, the main theorems say:

- `ldaExchange_le_smooth`: $E_x[n]\le E_x[Dn]$.
- `ldaExchange_smooth_eq_iff`: equality holds exactly when, within each row $k$, all points with $D_{ki}>0$ have the same density.
- `ldaExchange_lt_smooth`: the inequality is strict as soon as one row has positive entries at two points of different density.

Equality does not require $Dn=n$. A permutation matrix moves the density about, but each of its rows has a single positive entry, so the energy stays the same.

In projector augmented-wave (PAW) calculations, the exchange-correlation energy contains a term evaluated for a smooth density on a regular grid, to which one-centre corrections around the atoms are added. For a nonnegative density, the result says that a doubly stochastic average never lowers the LDA exchange part of the grid term; it says nothing about the one-centre corrections. That a given smoothing procedure has this form must be established separately. A PAW pseudo-density is not in general such an average of the all-electron density, and a sharp Fourier cutoff generally has negative entries in real space. Correlation and gradient corrections do not enter the model.

## Convexity at one grid point

Let $f(x)=x^{4/3}$ for $x\ge0$, and fix a point $k$ with smoothed value $m=(Dn)_k\ge0$. Since $f'(x)=\tfrac43x^{1/3}$ is strictly increasing, the graph of $f$ lies above its tangent at $m$:

$$f(n_i)\ge f(m)+f'(m)(n_i-m),$$

with equality only if $n_i=m$. This also holds at $m=0$, where the tangent is the horizontal axis. Multiply by $D_{ki}\ge0$ and sum over $i$. The row sum is one and $\sum_i D_{ki}n_i=m$, so the linear term vanishes:

$$\sum_i D_{ki}f(n_i)\ge f(m)+f'(m)\Big(\sum_iD_{ki}n_i-m\Big)=f\big((Dn)_k\big).$$

This is Jensen's inequality, stated as `smooth_rpow_le`. The Lean proof takes the convexity of the power from `convexOn_rpow` and the inequality from `map_sum_le`. In that call, `w := D k` names the Jensen weights, not the volume per point.

Equality holds exactly when $n_i=m$ wherever $D_{ki}>0$: in that case both sides are $f(m)$, and otherwise at least one term of the sum is strictly larger than its tangent bound. The lemma `smooth_rpow_eq_iff` restates this without the mean: any two contributing points have equal density. In one direction, both values equal $m$ and hence each other. In the other, if all contributing values equal some $n_j$, then their weighted mean is

$$\sum_iD_{ki}n_i=n_j\sum_iD_{ki}=n_j.$$

Points of zero weight may have any density, which is why the Lean proof treats zero and positive entries separately.

## From grid points to the total energy

Unit column sums preserve the grid sum of any function $g$:

$$\sum_k\sum_iD_{ki}g_i=\sum_i g_i\sum_kD_{ki}=\sum_i g_i.$$

This is `sum_smooth`, proved by exchanging the two sums. With $g=n$ it is charge conservation. The energy argument uses it with $g_i=n_i^{4/3}$ instead. Summing the pointwise inequality over $k$ then gives

$$\sum_k(Dn)_k^{4/3}\le\sum_k\sum_iD_{ki}n_i^{4/3}=\sum_i n_i^{4/3}.$$

Multiplying by $-C_xw<0$ reverses the inequality and yields $E_x[Dn]\ge E_x[n]$.

For the equality criterion, the Lean proof cancels the sign and the positive factor $C_xw$. It then applies `Finset.sum_eq_sum_iff_of_le`: when every term on one side is at most its partner on the other, the sums agree only if all the pairs agree. The pointwise criterion therefore has to hold in every row. Strictness follows by combining the inequality with the failure of equality.

## Uniform and concentrated densities

On a grid of $N\ge1$ points, the matrix with all entries $1/N$ is doubly stochastic and replaces every value by the mean density. Hence `ldaExchange_le_uniform`: at fixed total charge on the grid, no nonnegative density has a higher LDA exchange energy than the uniform one. On an empty grid both energies are zero.

The last theorem shows that nonnegative entries and unit column sums are not enough by themselves. On two points, the matrix

$$\begin{pmatrix}1&1\\0&0\end{pmatrix}$$

sends the density $(1,1)$ to $(2,0)$. Charge is conserved, but the row sums are $2$ and $0$, so the new values are not averages. The energy falls from $-2C_xw$ to $-2^{4/3}C_xw$, because $2^{4/3}=2\cdot2^{1/3}>2$.
